# Nosé–Poincaré trajectories with zero Hamiltonian obey the Nosé–Hoover equations in real time

A molecular dynamics run at constant temperature can couple the atoms to a thermostat variable \(s\), but Nosé's original Hamiltonian for this coupling evolves in a scaled time, so equal steps are unequal intervals of physical time. The Nosé–Poincaré Hamiltonian is meant to restore physical time, and the question is when its trajectories obey the Nosé–Hoover equations.

```lean
import Mathlib

open Set

namespace NosePoincare

noncomputable section

variable {E : Type*} [NormedAddCommGroup E] [InnerProductSpace ℝ E] [CompleteSpace E]

/-- The Nosé-Poincaré Hamiltonian `G = s (|p|²/(2 m s²) + U(q) + y²/(2Q) + g kT ln s - E₀)`,
for `s > 0` and nonzero `m`, `Q`. -/
def energy (U : E → ℝ) (m Q g kT E₀ : ℝ) (q p : E) (s y : ℝ) : ℝ :=
  s * (‖p‖ ^ 2 / (2 * m * s ^ 2) + U q + y ^ 2 / (2 * Q) + g * kT * Real.log s - E₀)

/-- Hamilton's equations at time `t` for a Hamiltonian `G` with conjugate pairs
`(q, p)` and `(s, y)`. -/
structure HamiltonAt (G : E → E → ℝ → ℝ → ℝ) (q p : ℝ → E) (s y : ℝ → ℝ) (t : ℝ) : Prop where
  dq : HasDerivAt q (gradient (fun x => G (q t) x (s t) (y t)) (p t)) t
  dp : HasDerivAt p (-gradient (fun x => G x (p t) (s t) (y t)) (q t)) t
  ds : HasDerivAt s (deriv (fun x => G (q t) (p t) (s t) x) (y t)) t
  dy : HasDerivAt y (-deriv (fun x => G (q t) (p t) x (y t)) (s t)) t

/-- The Nosé-Hoover equations at time `t`, for nonzero `m`:
`m q' = P`, `P' = -∇U(q) - z P`, `Q z' = |P|²/m - g kT`. -/
structure NoseHooverAt (U : E → ℝ) (m Q g kT : ℝ) (q P : ℝ → E) (z : ℝ → ℝ) (t : ℝ) :
    Prop where
  position : HasDerivAt (fun τ => m • q τ) (P t) t
  momentum : HasDerivAt P (-gradient U (q t) - z t • P t) t
  thermostat : HasDerivAt (fun τ => Q * z τ) (‖P t‖ ^ 2 / m - g * kT) t

variable {U : E → ℝ} {m Q g kT E₀ : ℝ}

/-- For nonzero `m` and `s`, the gradient of `G` in the momentum is `p/(m s)`. -/
theorem grad_momentum (hm : m ≠ 0) (q p : E) {s : ℝ} (hs : s ≠ 0) (y : ℝ) :
    HasGradientAt (fun x => energy U m Q g kT E₀ q x s y) ((1 / (m * s)) • p) p := by
  rw [hasGradientAt_iff_hasFDerivAt]
  have h := ((hasStrictFDerivAt_norm_sq p).hasFDerivAt.const_mul (1 / (2 * m * s))).add_const
    (s * (U q + y ^ 2 / (2 * Q) + g * kT * Real.log s - E₀))
  have e : (fun x => energy U m Q g kT E₀ q x s y) = fun x => 1 / (2 * m * s) * ‖x‖ ^ 2 +
      s * (U q + y ^ 2 / (2 * Q) + g * kT * Real.log s - E₀) := by
    funext x
    have h1 : s * (‖x‖ ^ 2 / (2 * m * s ^ 2)) = 1 / (2 * m * s) * ‖x‖ ^ 2 := by
      field_simp
    rw [← h1, energy]
    ring
  rw [e]
  refine h.congr_fderiv ?_
  ext v
  change (1 / (2 * m * s)) * ((2 : ℕ) • inner ℝ p v) = inner ℝ ((1 / (m * s)) • p) v
  rw [real_inner_smul_left, nsmul_eq_mul]
  push_cast
  field_simp

/-- For differentiable `U`, the gradient of `G` in the position is `s ∇U(q)`. -/
theorem grad_position (hU : Differentiable ℝ U) (q p : E) (s y : ℝ) :
    HasGradientAt (fun x => energy U m Q g kT E₀ x p s y) (s • gradient U q) q := by
  rw [hasGradientAt_iff_hasFDerivAt]
  have h := ((hU q).hasGradientAt.hasFDerivAt.const_mul s).add_const
    (s * (‖p‖ ^ 2 / (2 * m * s ^ 2) + y ^ 2 / (2 * Q) + g * kT * Real.log s - E₀))
  have e : (fun x => energy U m Q g kT E₀ x p s y) = fun x => s * U x +
      s * (‖p‖ ^ 2 / (2 * m * s ^ 2) + y ^ 2 / (2 * Q) + g * kT * Real.log s - E₀) := by
    funext x
    rw [energy]
    ring
  rw [e]
  refine h.congr_fderiv ?_
  ext v
  change s * inner ℝ (gradient U q) v = inner ℝ (s • gradient U q) v
  rw [real_inner_smul_left]

omit [InnerProductSpace ℝ E] [CompleteSpace E] in
/-- For nonzero `m`, `Q` and `s`, the partial derivatives of `G` in the thermostat variables are
`∂G/∂y = s y/Q` and `∂G/∂s = G/s - |p|²/(m s²) + g kT`. -/
theorem thermostat_partials (hm : m ≠ 0) (hQ : Q ≠ 0) (q p : E) {s : ℝ} (hs : s ≠ 0) (y : ℝ) :
    HasDerivAt (fun x => energy U m Q g kT E₀ q p s x) (s * y / Q) y ∧
    HasDerivAt (fun x => energy U m Q g kT E₀ q p x y)
      (energy U m Q g kT E₀ q p s y / s - ‖p‖ ^ 2 / (m * s ^ 2) + g * kT) s := by
  constructor
  · have h := ((((((hasDerivAt_id' y).fun_pow 2).div_const (2 * Q)).const_add
      (‖p‖ ^ 2 / (2 * m * s ^ 2) + U q)).add_const (g * kT * Real.log s)).sub_const
      E₀).const_mul s
    refine h.congr_deriv ?_
    simp only [Nat.cast_ofNat, show (2 - 1 : ℕ) = 1 from rfl, pow_one]
    field_simp
  · have hx := hasDerivAt_id' s
    have hne : 2 * m * s ^ 2 ≠ 0 := by positivity
    have h := hx.fun_mul ((((((hasDerivAt_const s (‖p‖ ^ 2)).fun_div
      ((hx.fun_pow 2).const_mul (2 * m)) hne).add_const (U q)).add_const
      (y ^ 2 / (2 * Q))).fun_add ((Real.hasDerivAt_log hs).const_mul (g * kT))).sub_const E₀)
    refine h.congr_deriv ?_
    simp only [energy, Nat.cast_ofNat, show (2 - 1 : ℕ) = 1 from rfl, pow_one]
    field_simp
    ring

variable {q p : ℝ → E} {s y : ℝ → ℝ} {a b t t₀ : ℝ}

/-- Hamilton's equations of `G`, for differentiable `U`, nonzero `m`, `Q` and `s > 0`, read
`q' = p/(m s)`, `p' = -s ∇U`, `s' = s y/Q`, `y' = |p|²/(m s²) - g kT - G/s`. -/
theorem equations_of_motion (hU : Differentiable ℝ U) (hm : m ≠ 0) (hQ : Q ≠ 0)
    (hs : 0 < s t) (h : HamiltonAt (energy U m Q g kT E₀) q p s y t) :
    HasDerivAt q ((1 / (m * s t)) • p t) t ∧
    HasDerivAt p (-(s t • gradient U (q t))) t ∧
    HasDerivAt s (s t * y t / Q) t ∧
    HasDerivAt y (‖p t‖ ^ 2 / (m * s t ^ 2) - g * kT
      - energy U m Q g kT E₀ (q t) (p t) (s t) (y t) / s t) t := by
  obtain ⟨hy, hs'⟩ := thermostat_partials (U := U) (g := g) (kT := kT) (E₀ := E₀)
    hm hQ (q t) (p t) hs.ne' (y t)
  refine ⟨h.dq.congr_deriv (grad_momentum hm _ _ hs.ne' _).gradient,
    h.dp.congr_deriv (congrArg Neg.neg (grad_position hU _ _ _ _).gradient),
    h.ds.congr_deriv hy.deriv, h.dy.congr_deriv ?_⟩
  rw [hs'.deriv]
  ring

/-- For differentiable `U` and nonzero `m`, `Q`, the value of `G` is the same at any two times of
a window on which Hamilton's equations of `G` hold and `s > 0`. -/
theorem energy_conserved (hU : Differentiable ℝ U) (hm : m ≠ 0) (hQ : Q ≠ 0)
    (hs : ∀ t ∈ Ioo a b, 0 < s t)
    (h : ∀ t ∈ Ioo a b, HamiltonAt (energy U m Q g kT E₀) q p s y t)
    (ht : t ∈ Ioo a b) (ht₀ : t₀ ∈ Ioo a b) :
    energy U m Q g kT E₀ (q t) (p t) (s t) (y t) =
      energy U m Q g kT E₀ (q t₀) (p t₀) (s t₀) (y t₀) := by
  -- the chain rule along the trajectory gives zero
  have key : ∀ r ∈ Ioo a b,
      HasDerivAt (fun τ => energy U m Q g kT E₀ (q τ) (p τ) (s τ) (y τ)) 0 r := by
    intro r hr
    have h0 : s r ≠ 0 := (hs r hr).ne'
    obtain ⟨hq, hp, hs', hy⟩ := equations_of_motion hU hm hQ (hs r hr) (h r hr)
    have hN := hp.norm_sq
    rw [inner_neg_right, real_inner_smul_right,
      real_inner_comm (gradient U (q r)) (p r)] at hN
    have hV : HasDerivAt (fun τ => U (q τ))
        (inner ℝ (gradient U (q r)) ((1 / (m * s r)) • p r)) r :=
      (hU (q r)).hasGradientAt.hasFDerivAt.comp_hasDerivAt r hq
    rw [real_inner_smul_right] at hV
    have hne : 2 * m * s r ^ 2 ≠ 0 := by positivity
    have hG := hs'.fun_mul (((((hN.fun_div ((hs'.fun_pow 2).const_mul (2 * m)) hne).fun_add
      hV).fun_add ((hy.fun_pow 2).div_const (2 * Q))).fun_add
      ((hs'.log h0).const_mul (g * kT))).sub_const E₀)
    refine hG.congr_deriv ?_
    simp only [energy, Nat.cast_ofNat, show (2 - 1 : ℕ) = 1 from rfl, pow_one]
    field_simp
    ring
  exact isOpen_Ioo.is_const_of_deriv_eq_zero isPreconnected_Ioo
    (fun r hr => (key r hr).differentiableAt.differentiableWithinAt)
    (fun r hr => (key r hr).deriv) ht ht₀

/-- At an instant of a Hamiltonian trajectory of `G` with `s > 0`, differentiable `U` and nonzero
`m`, `Q`, the variables `q`, `p/s`, `y/Q` obey the Nosé-Hoover equations exactly when `G = 0`. -/
theorem noseHooverAt_iff (hU : Differentiable ℝ U) (hm : m ≠ 0) (hQ : Q ≠ 0)
    (hs : 0 < s t) (h : HamiltonAt (energy U m Q g kT E₀) q p s y t) :
    NoseHooverAt U m Q g kT q (fun τ => (s τ)⁻¹ • p τ) (fun τ => y τ / Q) t ↔
      energy U m Q g kT E₀ (q t) (p t) (s t) (y t) = 0 := by
  have h0 : s t ≠ 0 := hs.ne'
  obtain ⟨hq, hp, hs', hy⟩ := equations_of_motion hU hm hQ hs h
  have hz : (fun τ => Q * (y τ / Q)) = y := by
    funext τ
    field_simp
  have hn : ‖(s t)⁻¹ • p t‖ ^ 2 / m = ‖p t‖ ^ 2 / (m * s t ^ 2) := by
    rw [norm_smul, mul_pow, Real.norm_eq_abs, sq_abs]
    field_simp
  constructor
  · -- two values of y' at the same instant force the defect G/s to vanish
    intro hNH
    have h1 := hNH.thermostat
    simp only [hz, hn] at h1
    have h2 := h1.unique hy
    have h3 : energy U m Q g kT E₀ (q t) (p t) (s t) (y t) / s t = 0 := by linarith
    exact (div_eq_zero_iff.mp h3).resolve_right h0
  · intro hG
    refine ⟨?_, ?_, ?_⟩
    · refine (hq.const_smul m).congr_deriv ?_
      rw [smul_smul]
      congr 1
      field_simp
    · -- the friction term comes from differentiating 1/s
      have hi : HasDerivAt (fun τ => (s τ)⁻¹) (-(s t * y t / Q) / s t ^ 2) t := hs'.inv h0
      have hP : HasDerivAt (fun τ => (s τ)⁻¹ • p τ) _ t := hi.smul hp
      refine hP.congr_deriv ?_
      have hc : -(s t * y t / Q) / s t ^ 2 = -(y t / Q * (s t)⁻¹) := by
        field_simp
      rw [hc, smul_neg, smul_smul, inv_mul_cancel₀ h0, one_smul]
      module
    · simp only [hz, hn]
      refine hy.congr_deriv ?_
      rw [hG]
      ring

/-- Let `U` be differentiable and `m, Q > 0`. Along a Hamiltonian trajectory of `G` with `s > 0`
and `G = 0` at one time `t₀`, the variables `q`, `p/s`, `y/Q` satisfy the Nosé-Hoover equations
at every time of the window. -/
theorem nose_hoover_of_nose_poincare (hU : Differentiable ℝ U) (hm : 0 < m) (hQ : 0 < Q)
    (hs : ∀ t ∈ Ioo a b, 0 < s t)
    (h : ∀ t ∈ Ioo a b, HamiltonAt (energy U m Q g kT E₀) q p s y t)
    (ht₀ : t₀ ∈ Ioo a b) (hG : energy U m Q g kT E₀ (q t₀) (p t₀) (s t₀) (y t₀) = 0) :
    ∀ t ∈ Ioo a b,
      NoseHooverAt U m Q g kT q (fun τ => (s τ)⁻¹ • p τ) (fun τ => y τ / Q) t :=
  fun t ht => (noseHooverAt_iff hU hm.ne' hQ.ne' (hs t ht) (h t ht)).mpr
    ((energy_conserved hU hm.ne' hQ.ne' hs h ht ht₀).trans hG)

/-- Conversely, for differentiable `U`, `m, Q > 0` and a Hamiltonian trajectory of `G` with
`s > 0`, if the Nosé-Hoover equations hold at one time `t₀`, then `G = 0` on the whole window. -/
theorem energy_zero_of_nose_hoover (hU : Differentiable ℝ U) (hm : 0 < m) (hQ : 0 < Q)
    (hs : ∀ t ∈ Ioo a b, 0 < s t)
    (h : ∀ t ∈ Ioo a b, HamiltonAt (energy U m Q g kT E₀) q p s y t) (ht₀ : t₀ ∈ Ioo a b)
    (hNH : NoseHooverAt U m Q g kT q (fun τ => (s τ)⁻¹ • p τ) (fun τ => y τ / Q) t₀) :
    ∀ t ∈ Ioo a b, energy U m Q g kT E₀ (q t) (p t) (s t) (y t) = 0 :=
  fun _ ht => (energy_conserved hU hm.ne' hQ.ne' hs h ht ht₀).trans
    ((noseHooverAt_iff hU hm.ne' hQ.ne' (hs t₀ ht₀) (h t₀ ht₀)).mp hNH)

/-- A free particle with constant momentum `v`, `|v|²/m = g kT`, `s = 1`, `y = 0` and
`E₀ = |v|²/(2m)` is a Hamiltonian trajectory of `G` with `G = 0`, for nonzero `m`, `Q`. -/
theorem free_particle_witness (hm : m ≠ 0) (hQ : Q ≠ 0) (v : E) (hT : ‖v‖ ^ 2 / m = g * kT)
    (t : ℝ) :
    HamiltonAt (energy (fun _ : E => 0) m Q g kT (‖v‖ ^ 2 / (2 * m)))
      (fun τ => (τ / m) • v) (fun _ => v) (fun _ => 1) (fun _ => 0) t ∧
    energy (fun _ : E => 0) m Q g kT (‖v‖ ^ 2 / (2 * m)) ((t / m) • v) v 1 0 = 0 := by
  have hG : energy (fun _ : E => 0) m Q g kT (‖v‖ ^ 2 / (2 * m)) ((t / m) • v) v 1 0 = 0 := by
    simp [energy]
  obtain ⟨hy, hs⟩ := thermostat_partials (U := fun _ : E => 0) (g := g) (kT := kT)
    (E₀ := ‖v‖ ^ 2 / (2 * m)) hm hQ ((t / m) • v) v one_ne_zero 0
  have hq : HasDerivAt (fun τ : ℝ => (τ / m) • v) ((1 / m) • v) t :=
    ((hasDerivAt_id' t).div_const m).smul_const v
  refine ⟨⟨hq.congr_deriv ?_, (hasDerivAt_const t v).congr_deriv ?_,
    (hasDerivAt_const t (1 : ℝ)).congr_deriv ?_,
    (hasDerivAt_const t (0 : ℝ)).congr_deriv ?_⟩, hG⟩
  · rw [(grad_momentum hm _ _ one_ne_zero _).gradient, mul_one]
  · rw [(grad_position (differentiable_const 0) _ _ _ _).gradient]
    simp [gradient]
  · rw [hy.deriv]
    simp
  · rw [hs.deriv, hG, ← hT]
    simp

end

end NosePoincare
```

```lean
#print axioms NosePoincare.nose_hoover_of_nose_poincare
#print axioms NosePoincare.energy_zero_of_nose_hoover
```

```
'NosePoincare.nose_hoover_of_nose_poincare' depends on axioms: [propext, Classical.choice, Quot.sound]
'NosePoincare.energy_zero_of_nose_hoover' depends on axioms: [propext, Classical.choice, Quot.sound]
```

## The thermostatted system and its Hamiltonian

The atoms have position \(q\), canonical momentum \(p\), mass \(m\) and potential energy \(U(q)\). The thermostat variable \(s\) has conjugate momentum \(y\) and inertia \(Q\). The target temperature \(T\) enters through \(kT\), where \(k\) is Boltzmann's constant, and \(g\) stands for the number of degrees of freedom. The Hamiltonian, `energy` in Lean, is

\[
G=s\left(\frac{|p|^2}{2ms^2}+U(q)+\frac{y^2}{2Q}+g\,kT\ln s-E_0\right).
\]

The constant \(E_0\) is an energy offset; setting it to the initial value of the other terms in the bracket makes \(G=0\) at the start. In Lean, \(q\) and \(p\) are each vectors in `E`, which is a real Hilbert space and not an energy.

`HamiltonAt` states Hamilton's equations at time \(t\) for a function of \((q,p,s,y)\), using its gradients and partial derivatives. `NoseHooverAt` states separately, in the same time \(t\),

\[
m\dot q=P,\qquad \dot P=-\nabla U-zP,\qquad Q\dot z=\frac{|P|^2}{m}-g\,kT .
\]

Here \(P=p/s\) is the physical momentum and \(z=y/Q\) is the friction coefficient, often written \(\xi\) or \(\zeta\). Both definitions are meant for differentiable functions, because Lean sets a gradient or derivative to zero where it does not exist.

The main theorem, `nose_hoover_of_nose_poincare`, assumes that \(U\) is differentiable, that \(m,Q>0\), and that Hamilton's equations hold with \(s>0\) throughout an open time interval `Ioo a b`. If \(G=0\) at one time \(t_0\) in the interval, the Nosé–Hoover equations hold at every time in it. Conversely, `energy_zero_of_nose_hoover` says that if they hold at one instant of such a trajectory, then \(G=0\) throughout.

## Why the thermostat equation needs G = 0

The gradients in \(p\) and \(q\) are \(p/(ms)\) and \(s\nabla U\), and \(\partial G/\partial y=sy/Q\). In the \(s\)-derivative, the product rule leaves the bracket itself, which equals \(G/s\):

\[
\frac{\partial G}{\partial s}=\frac{G}{s}+s\left(-\frac{|p|^2}{ms^3}+\frac{g\,kT}{s}\right)
=\frac{G}{s}-\frac{|p|^2}{ms^2}+g\,kT .
\]

Hamilton's equations are therefore

\[
\dot q=\frac{p}{ms},\quad \dot p=-s\nabla U,\quad \dot s=\frac{sy}{Q},\quad
\dot y=\frac{|p|^2}{ms^2}-g\,kT-\frac{G}{s}.
\]

Changing variables gives \(m\dot q=p/s=P\) and

\[
\dot P=\frac{\dot p}{s}-\frac{\dot s}{s^2}\,p=-\nabla U-\frac{y}{Q}\frac{p}{s}=-\nabla U-zP .
\]

The friction term comes from differentiating \(1/s\). Neither equation has used the value of \(G\). The third does:

\[
Q\dot z=\dot y=\frac{|P|^2}{m}-g\,kT-\frac{G}{s}.
\]

It is the Nosé–Hoover equation exactly when \(G=0\). One initial condition suffices, because \(G\) is conserved:

\[
\dot G=\langle\nabla_qG,\nabla_pG\rangle-\langle\nabla_pG,\nabla_qG\rangle
+\frac{\partial G}{\partial s}\frac{\partial G}{\partial y}-\frac{\partial G}{\partial y}\frac{\partial G}{\partial s}=0 .
\]

## The same steps in Lean

`grad_momentum`, `grad_position` and `thermostat_partials` compute the four derivatives, and `equations_of_motion` substitutes them into `HamiltonAt`. In `energy_conserved`, the chain rule gives derivative zero, and a function with zero derivative on an open interval is constant there.

`noseHooverAt_iff` carries out the change of variables at a single instant. For one direction it inserts \(G=0\); for the other, it compares two expressions for \(\dot y\), which must agree because a derivative is unique, so \(G/s=0\). Both final theorems combine this equivalence with conservation.

`free_particle_witness` supplies a concrete trajectory with \(G=0\): a free particle of constant momentum \(v\), with \(|v|^2/m=g\,kT\), \(s=1\), \(y=0\) and \(E_0=|v|^2/(2m)\).

## Scope in molecular dynamics

In Born–Oppenheimer molecular dynamics, the forces on classical nuclei come from the Born–Oppenheimer energy. For two or more nuclei this energy diverges where nuclei coincide, so it is not differentiable everywhere, as the theorems require of \(U\). If, over a closed time interval, the path stays in an open region where the energy is differentiable, \(U\) can be taken to be a function that is differentiable on the whole space and equals the energy near the path. The result then links the two thermostat formulations inside that interval, for nuclei of a common mass. The existence of the trajectory is assumed, and canonical sampling is not addressed. A simulation also discretises time, and a numerical integrator does not in general keep \(G\) exactly zero, whereas the theorem concerns exact solutions.
